# Diffusive Error Growth in an Undamped Verlet Oscillator Driven by Uncorrelated Noise of Equal Variance (0 < k < 4)

## The error recurrence and its noise

In extended-Lagrangian Born–Oppenheimer molecular dynamics, an auxiliary electronic variable is propagated alongside the nuclei and held near the converged electronic solution by a harmonic force. Incomplete convergence of that solution kicks the variable at every time step. Without damping, the effect of old kicks never decays, so the question is how fast the error accumulates.

Compare one scalar component of the variable with its noise-free trajectory, which is driven by the same converged solution. Let x(n) be the difference after n steps, called the error here and started from rest:

x(0) = x(1) = 0,
x(n+2) = (2 − k) x(n+1) − x(n) + σ ξ(n).

Here k = ω²δt² is the dimensionless force constant, for oscillator frequency ω and time step δt. The real number σ is the size of the displacement added per step; if the target of the harmonic force carries noise of amplitude η, then σ = kη. The kick labelled n first appears in x(n+2).

The ξ(n) are orthonormal vectors in a real inner-product space E. For random variables whose inner product ⟨X, Y⟩ is the expectation of XY, zero-mean noise of unit variance, uncorrelated between steps, is such a sequence, and ‖x(n)‖² is the mean-square error. The space E therefore holds the randomness; it is not the configuration space of the auxiliary variable.

The claim is that, for 0 < k < 4,

‖x(n)‖²/n → 2σ²/(k(4 − k)).

## From impulse response to growth rate

Let g be the response to a single unit kick:

g(0) = 0, g(1) = 1, g(n+2) = (2 − k) g(n+1) − g(n).

By linearity, the error is a superposition of responses to earlier kicks:

x(n+1) = Σ_{j=0}^{n} σ g(n−j) ξ(j).

Orthonormality removes the cross terms. Reversing the order of summation then gives, for every n,

‖x(n)‖² = σ² S(n), S(n) = Σ_{m<n} g(m)².

Write a = 2 − k, K = k(4 − k) = 4 − a², u = g(n) and v = g(n+1). The next value of g is av − u, and

(av − u)² − a(av − u)v + v² = v² − auv + u².

The quadratic form on the right is thus conserved. It equals 1 at n = 0, so v² − auv + u² = 1 always.

Next,

K S(n) = 2n + (a² − 2)u² − auv.

Both sides vanish at n = 0. When n increases by one, the left side gains Ku² and the right side gains

2 + (a² − 2)(v² − u²) − av(av − u) + auv = 2 − 2v² + 2auv − (a² − 2)u².

The second gain minus the first is 2(1 − v² + auv − u²) = 0. Substituting auv = u² + v² − 1 gives

K S(n) − 2n = B, B = u² − v² + 1 − Ku².

For 0 < k < 4 we have 0 < K ≤ 4. Four times the invariant reads

(2v − au)² + Ku² = 4,

so Ku² ≤ 4, and by symmetry Kv² ≤ 4. Therefore

KB ≤ Ku² + K ≤ 8,
−KB = Kv² + (K − 1)Ku² − K ≤ 4 + 3·4 = 16.

Hence |B| ≤ 16/K, and

|K‖x(n)‖² − 2σ²n| ≤ 16σ²/K.

Dividing by Kn and letting n grow proves the claim.

At k = 0 and k = 4 the factor K vanishes. There g(m) = m and g(m) = (−1)^(m+1) m respectively, so g(m)² = m² and

‖x(n)‖² = σ² n(n − 1)(2n − 1)/6.

For n = 2 this gives σ², as it must: x(2) = σξ(0) for every k. Noise in the target has σ = kη = 0 at k = 0, so cubic growth at that edge needs kicks of another origin.

## The recurrences in Lean

The space `E` is any real inner-product space; completeness is not required.

```lean
import Mathlib

open Filter Topology

namespace AuxiliaryErrorDiffusion

noncomputable section

variable {E : Type*} [NormedAddCommGroup E] [InnerProductSpace ℝ E]
```

The error trajectory `auxError` is x, with `•` denoting multiplication of a vector by a scalar.

```lean
/-- Error of an undamped Verlet-propagated auxiliary variable, started from rest, with
dimensionless force constant `k` and a noise kick `σ • ξ n` at each step. -/
def auxError (k σ : ℝ) (ξ : ℕ → E) : ℕ → E
  | 0 => 0
  | 1 => 0
  | n + 2 => (2 - k) • auxError k σ ξ (n + 1) - auxError k σ ξ n + σ • ξ n
```

The function `response` is g, an ordinary real sequence.

```lean
/-- Impulse response of the Verlet oscillator: the noise-free recurrence with
initial values `0` and `1`. -/
def response (k : ℝ) : ℕ → ℝ
  | 0 => 0
  | 1 => 1
  | n + 2 => (2 - k) * response k (n + 1) - response k n
```

## Superposition and orthogonality

The superposition formula is proved by recursion on the two preceding cases. In the step, `h` applies the recurrence to the kicks up to time n. Then `h1` splits off the two newest terms, whose responses are g(1) = 1 and g(0) = 0, and `h2` removes a term with response zero.

```lean
/-- The error is the superposition of the impulse responses to all earlier kicks. -/
theorem auxError_eq_sum (k σ : ℝ) (ξ : ℕ → E) : ∀ n : ℕ,
    auxError k σ ξ (n + 1) =
      ∑ j ∈ Finset.range (n + 1), (σ * response k (n - j)) • ξ j
  | 0 => by simp [auxError, response]
  | 1 => by simp [auxError, response, Finset.sum_range_succ]
  | n + 2 => by
    -- kicks up to time n respond according to the recurrence
    have h : ∑ j ∈ Finset.range (n + 1), (σ * response k (n + 2 - j)) • ξ j =
        (2 - k) • ∑ j ∈ Finset.range (n + 1), (σ * response k (n + 1 - j)) • ξ j
          - ∑ j ∈ Finset.range (n + 1), (σ * response k (n - j)) • ξ j := by
      rw [Finset.smul_sum, ← Finset.sum_sub_distrib]
      apply Finset.sum_congr rfl
      intro j hj
      have hj' := Finset.mem_range.mp hj
      have hr : response k (n - j + 2) =
        (2 - k) * response k (n - j + 1) - response k (n - j) := rfl
      rw [show n + 2 - j = n - j + 2 by omega, show n + 1 - j = n - j + 1 by omega, hr]
      module
    -- the newest kicks are split off
    have h1 : ∑ j ∈ Finset.range (n + 2 + 1), (σ * response k (n + 2 - j)) • ξ j =
        ∑ j ∈ Finset.range (n + 1), (σ * response k (n + 2 - j)) • ξ j
          + σ • ξ (n + 1) := by
      rw [Finset.sum_range_succ, Finset.sum_range_succ]
      simp [response, show n + 2 - (n + 1) = 1 by omega]
    have h2 : ∑ j ∈ Finset.range (n + 1 + 1), (σ * response k (n + 1 - j)) • ξ j =
        ∑ j ∈ Finset.range (n + 1), (σ * response k (n + 1 - j)) • ξ j := by
      rw [Finset.sum_range_succ]
      simp [response]
    rw [show auxError k σ ξ (n + 2 + 1) = (2 - k) • auxError k σ ξ (n + 1 + 1)
        - auxError k σ ξ (n + 1) + σ • ξ (n + 1) from rfl,
      auxError_eq_sum k σ ξ (n + 1), auxError_eq_sum k σ ξ n, h1, h2, h]
```

The hypothesis `Orthonormal ℝ ξ` enters through `hξ.inner_sum`, which reduces the squared norm to a single sum. `Finset.sum_range_reflect` reverses the sum of squared responses on the right-hand side to match it.

```lean
/-- For orthonormal noise the mean-square error is `σ ^ 2` times the accumulated square of
the impulse response. -/
theorem norm_sq_auxError (k σ : ℝ) {ξ : ℕ → E} (hξ : Orthonormal ℝ ξ) (n : ℕ) :
    ‖auxError k σ ξ n‖ ^ 2 = σ ^ 2 * ∑ m ∈ Finset.range n, response k m ^ 2 := by
  cases n with
  | zero => simp [auxError]
  | succ n =>
    rw [auxError_eq_sum, ← real_inner_self_eq_norm_sq, hξ.inner_sum,
      ← Finset.sum_range_reflect (fun m => response k m ^ 2) (n + 1), Finset.mul_sum]
    apply Finset.sum_congr rfl
    intro j _
    simp only [conj_trivial, Nat.add_sub_cancel]
    ring
```

## The invariant and the accumulated response

Both identities hold for every real k and follow by induction. In each, `linear_combination` carries out the algebra above; the second uses twice the invariant, just as the comparison of gains did.

```lean
/-- A quadratic form in two successive values of the impulse response equals one at every step. -/
theorem response_invariant (k : ℝ) (n : ℕ) :
    response k (n + 1) ^ 2 - (2 - k) * response k (n + 1) * response k n
      + response k n ^ 2 = 1 := by
  induction n with
  | zero => simp [response]
  | succ n ih =>
    have hr : response k (n + 1 + 1) =
      (2 - k) * response k (n + 1) - response k n := rfl
    rw [hr]
    linear_combination ih

/-- The accumulated squared response, times `k * (4 - k)`, is `2 * n` plus a term that
depends only on the current state of the oscillator. -/
theorem sum_response_sq (k : ℝ) (n : ℕ) :
    k * (4 - k) * ∑ m ∈ Finset.range n, response k m ^ 2 =
      2 * n + ((2 - k) ^ 2 - 2) * response k n ^ 2
        - (2 - k) * response k n * response k (n + 1) := by
  induction n with
  | zero => simp [response]
  | succ n ih =>
    have hr : response k (n + 1 + 1) =
      (2 - k) * response k (n + 1) - response k n := rfl
    rw [Finset.sum_range_succ, hr]
    push_cast
    linear_combination ih + 2 * response_invariant k n
```

## Bounded deviation and the limit

The next theorem bounds the deviation from linear growth for every n, including n = 0. The inequalities `hu` and `hv` are Ku² ≤ 4 and Kv² ≤ 4, obtained by completing the square. The identity `hB` isolates σ²B, and `abs_cases` separates its two signs.

```lean
/-- For `0 < k < 4` and orthonormal noise, the mean-square error follows a linear growth law
up to a deviation that is bounded uniformly in time. -/
theorem auxError_linear_growth {k : ℝ} (h0 : 0 < k) (h4 : k < 4) (σ : ℝ)
    {ξ : ℕ → E} (hξ : Orthonormal ℝ ξ) (n : ℕ) :
    |k * (4 - k) * ‖auxError k σ ξ n‖ ^ 2 - 2 * σ ^ 2 * n|
      ≤ σ ^ 2 * (16 / (k * (4 - k))) := by
  have hK : 0 < k * (4 - k) := mul_pos h0 (by linarith)
  have hK4 : k * (4 - k) ≤ 4 := by nlinarith [sq_nonneg (k - 2)]
  have inv := response_invariant k n
  have hs := sum_response_sq k n
  -- the invariant is positive definite, so the response stays bounded
  have hu : k * (4 - k) * response k n ^ 2 ≤ 4 := by
    nlinarith [sq_nonneg (2 * response k (n + 1) - (2 - k) * response k n)]
  have hv : k * (4 - k) * response k (n + 1) ^ 2 ≤ 4 := by
    nlinarith [sq_nonneg (2 * response k n - (2 - k) * response k (n + 1))]
  have hB : k * (4 - k) * ‖auxError k σ ξ n‖ ^ 2 - 2 * σ ^ 2 * n =
      σ ^ 2 * (response k n ^ 2 - response k (n + 1) ^ 2 + 1
        - k * (4 - k) * response k n ^ 2) := by
    rw [norm_sq_auxError k σ hξ]
    linear_combination σ ^ 2 * hs + σ ^ 2 * inv
  rw [hB, abs_mul, abs_of_nonneg (sq_nonneg σ)]
  apply mul_le_mul_of_nonneg_left _ (sq_nonneg σ)
  rw [le_div_iff₀ hK]
  clear hB hs inv
  generalize k * (4 - k) = K at *
  generalize response k n = u at *
  generalize response k (n + 1) = v at *
  have a1 := mul_nonneg hK.le (sub_nonneg.2 hu)
  have a2 := mul_nonneg hK.le (sq_nonneg u)
  have a3 := mul_nonneg hK.le (sq_nonneg v)
  have a4 := mul_nonneg hK.le a2
  rcases abs_cases (u ^ 2 - v ^ 2 + 1 - K * u ^ 2) with ⟨h, _⟩ | ⟨h, _⟩ <;>
    rw [h] <;> nlinarith
```

The limit follows by squeezing: `e1` writes the distance from the limit as the deviation divided by Kn, which is at most a constant over n.

```lean
/-- For `0 < k < 4` and orthonormal noise, the error of the undamped auxiliary dynamics
accumulates diffusively: its mean square per step tends to `2 * σ ^ 2 / (k * (4 - k))`. -/
theorem auxError_diffusion {k : ℝ} (h0 : 0 < k) (h4 : k < 4) (σ : ℝ)
    {ξ : ℕ → E} (hξ : Orthonormal ℝ ξ) :
    Tendsto (fun n : ℕ => ‖auxError k σ ξ n‖ ^ 2 / n) atTop
      (𝓝 (2 * σ ^ 2 / (k * (4 - k)))) := by
  have hK : 0 < k * (4 - k) := mul_pos h0 (by linarith)
  have hb : ∀ n : ℕ, |k * (4 - k) * ‖auxError k σ ξ n‖ ^ 2 - 2 * σ ^ 2 * n|
      ≤ σ ^ 2 * (16 / (k * (4 - k))) := auxError_linear_growth h0 h4 σ hξ
  generalize k * (4 - k) = K at hK hb ⊢
  rw [← tendsto_sub_nhds_zero_iff]
  -- the bounded deviation is divided by the number of steps
  refine squeeze_zero_norm' ?_
    (tendsto_const_div_atTop_nhds_zero_nat (σ ^ 2 * (16 / K) / K))
  filter_upwards [eventually_gt_atTop 0] with n hn
  have hn' : (0 : ℝ) < n := Nat.cast_pos.mpr hn
  have e1 : ‖auxError k σ ξ n‖ ^ 2 / n - 2 * σ ^ 2 / K =
      (K * ‖auxError k σ ξ n‖ ^ 2 - 2 * σ ^ 2 * n) / (K * n) := by
    field_simp
  rw [e1, Real.norm_eq_abs, abs_div, abs_of_pos (mul_pos hK hn'), div_div]
  exact div_le_div_of_nonneg_right (hb n) (mul_pos hK hn').le
```

For simulation practice, this gives the rate at which convergence noise builds up in an undamped auxiliary variable, within a linear one-component model with fixed k. For noise in the target, σ = kη turns the rate into 2kη²/(4 − k), which tends to zero with k at fixed η. Applying it to a real simulation assumes, besides this model, that the convergence errors have zero mean and equal variance and are uncorrelated between steps.

## Cubic growth at the stability edges

The factor `(1 - k / 2)` is 1 at k = 0 and −1 at k = 4, so `hg` treats both edges in one induction. A second induction sums the squares.

```lean
/-- At the stability edges `k = 0` and `k = 4`, the mean-square error for orthonormal noise is
`σ ^ 2` times an explicit cubic polynomial in the number of steps `n`. -/
theorem auxError_edge {k : ℝ} (hk : k = 0 ∨ k = 4) (σ : ℝ)
    {ξ : ℕ → E} (hξ : Orthonormal ℝ ξ) (n : ℕ) :
    ‖auxError k σ ξ n‖ ^ 2 = σ ^ 2 * ((n : ℝ) * (n - 1) * (2 * n - 1) / 6) := by
  -- the response grows linearly, with alternating sign when k = 4
  have hg : ∀ m : ℕ, response k m = (1 - k / 2) ^ (m + 1) * m ∧
      response k (m + 1) = (1 - k / 2) ^ m * (m + 1) := by
    intro m
    induction m with
    | zero => simp [response]
    | succ m ih =>
      have hr : response k (m + 1 + 1) =
        (2 - k) * response k (m + 1) - response k m := rfl
      rw [hr, ih.1, ih.2]
      push_cast
      rcases hk with rfl | rfl <;> constructor <;> ring
  have hsq : ∀ m : ℕ, response k m ^ 2 = (m : ℝ) ^ 2 := by
    intro m
    have h1 : (1 - k / 2) ^ 2 = 1 := by rcases hk with rfl | rfl <;> norm_num
    rw [(hg m).1, mul_pow, ← pow_mul, mul_comm (m + 1) 2, pow_mul, h1, one_pow, one_mul]
  rw [norm_sq_auxError k σ hξ]
  congr 1
  induction n with
  | zero => simp
  | succ n ih =>
    rw [Finset.sum_range_succ, ih, hsq]
    push_cast
    ring
```

## A concrete noise sequence

An infinite orthonormal sequence requires an infinite-dimensional space. The coordinate vectors of ℓ², the square-summable real sequences, provide one, which shows that the hypothesis of the theorems can be met. A probabilistic example is a sequence of independent random signs ±1, each with probability 1/2.

```lean
/-- The coordinate vectors of the space of square-summable real sequences form an
orthonormal noise sequence. -/
theorem orthonormal_noise_witness :
    Orthonormal ℝ (fun n : ℕ => lp.single (E := fun _ : ℕ => ℝ) 2 n (1 : ℝ)) := by
  rw [orthonormal_iff_ite]
  intro i j
  simp [lp.inner_single_left, lp.single_apply, Pi.single_apply]

end

end AuxiliaryErrorDiffusion
```

```lean
#print axioms AuxiliaryErrorDiffusion.auxError_diffusion
-- 'AuxiliaryErrorDiffusion.auxError_diffusion' depends on axioms: [propext, Classical.choice, Quot.sound]
#print axioms AuxiliaryErrorDiffusion.auxError_edge
-- 'AuxiliaryErrorDiffusion.auxError_edge' depends on axioms: [propext, Classical.choice, Quot.sound]
```
